# Every finite-dimensional density matrix has a purification, unique up to a unitary on an ancilla of fixed size

Take a qubit in the state $\rho=\mathrm{diag}(p,1-p)$ with $0\le p\le 1$. The matrix $C=\mathrm{diag}(\sqrt p,\sqrt{1-p})$ satisfies $CC^*=\rho$, where $C^*$ is the conjugate transpose. Read its entries as the amplitudes of two qubits, row for the system and column for the ancilla:

$$\psi=\sqrt p\,|00\rangle+\sqrt{1-p}\,|11\rangle .$$

This is a unit vector, and tracing out the second qubit returns $\rho$. Multiplying $C$ from the right by the Hadamard matrix $H$ gives different amplitudes but the same $\rho$, because $CH(CH)^*=CC^*$. The new vector is $(1\otimes H)\psi$, a rotation of the ancilla alone.

## Amplitudes as a matrix factor

Let the system have dimension $n$ and the ancilla dimension $k$. Write $i,j$ for system indices and $b,c$ for ancilla indices. An $n\times k$ matrix $C$ defines a vector $\psi_{(i,b)}=C_{ib}$, and

$$\mathrm{Tr}_B(\psi\psi^*)=CC^*,\qquad \|\psi\|^2=\mathrm{Tr}(CC^*).$$

Any factorisation $\rho=CC^*$ of a trace-one matrix is therefore a purification of $\rho$. For a density matrix a square factor always exists. Conversely, the marginal of a unit vector is always a density matrix, and its rank obeys $\mathrm{rank}\,\rho\le k$.

## Mixed states stored as vectors

Finite-temperature matrix-product-state codes that use ancillas rely on this correspondence: for a finite-dimensional system, they can evolve a vector and recover the mixed state by a partial trace. Storing $C$ instead of $\rho$ also makes $CC^*$ positive semidefinite by construction, so that only the trace needs normalising. The rank bound says that an exact ancilla cannot have dimension below $\mathrm{rank}\,\rho$, and the freedom of an ancilla unitary means that two runs may return different vectors for the same state $\rho$ of the system.

## From the factor to the ancilla unitary

The marginal follows by writing out the sum over the ancilla:

$$[\mathrm{Tr}_B(\psi\psi^*)]_{ij}=\sum_b \psi_{(i,b)}\overline{\psi_{(j,b)}}=\sum_b C_{ib}\overline{C_{jb}}=(CC^*)_{ij}.$$

Setting $i=j$ and summing gives $\sum_{i,b}|C_{ib}|^2=\|\psi\|^2$.

For existence, diagonalise $\rho=\sum_a\lambda_a v_av_a^*$ with orthonormal $v_a$ and $\lambda_a\ge0$, and take $C=\sum_a\sqrt{\lambda_a}\,v_av_a^*$. Then $CC^*=\rho$, and $\|\psi\|^2=\mathrm{Tr}\,\rho=1$.

For the converse, $x^*CC^*x=\|C^*x\|^2\ge0$ for every $x$, and the trace is $\|\psi\|^2=1$. The rank bound is $\mathrm{rank}(CC^*)\le\mathrm{rank}\,C\le k$, since $C$ has $k$ columns.

Now let $\psi$ and $\varphi$ purify the same $\rho$ with the same ancilla, and let $C$ and $D$ be their coefficient matrices. From $CC^*=DD^*$,

$$\|C^*x\|^2=x^*CC^*x=x^*DD^*x=\|D^*x\|^2 .$$

If $C^*x=C^*y$, applying this to $x-y$ gives $D^*x=D^*y$. The map $C^*x\mapsto D^*x$ is thus well defined, linear and norm-preserving on the range of $C^*$. The ranges of $C^*$ and $D^*$ have equal dimension, hence so do their orthogonal complements, and any isometry between the complements extends the map to the whole ancilla space. Its matrix $M$ satisfies $MC^*=D^*$ and $M^*M=1$. Taking adjoints, $D=CM^*$, or in components

$$\varphi_{(i,b)}=\sum_c\overline{M_{bc}}\,\psi_{(i,c)} .$$

So $\varphi=(1\otimes U)\psi$ with $U=\overline M$, the entrywise conjugate. It is unitary because $U^*U=(M^*M)^{T}=1$.

## The Lean file

```lean
import Mathlib

open Matrix
open scoped ComplexOrder MatrixOrder Kronecker InnerProductSpace

namespace QuantumPurification

noncomputable section

variable {m k : Type*} [Fintype m] [Fintype k]

/-- A density matrix: positive semidefinite with trace one. -/
structure IsDensity (ρ : Matrix m m ℂ) : Prop where
  pos : ρ.PosSemidef
  trace_one : ρ.trace = 1

/-- The matrix `ψ ψ*` of a vector `ψ` of the composite system. -/
def pureState (ψ : m × k → ℂ) : Matrix (m × k) (m × k) ℂ :=
  fun p q => ψ p * star (ψ q)

/-- The partial trace over the second factor, the ancilla B. -/
def partialTraceB (R : Matrix (m × k) (m × k) ℂ) : Matrix m m ℂ :=
  fun i j => ∑ b, R (i, b) (j, b)

/-- The bipartite vector with amplitudes `ψ_(i,j) = C_ij`. -/
def vectorize (C : Matrix m k ℂ) : m × k → ℂ := fun p => C p.1 p.2

/-- `ψ` purifies `ρ`: it is a unit vector whose marginal on the first factor is `ρ`. -/
structure IsPurification (ψ : m × k → ℂ) (ρ : Matrix m m ℂ) : Prop where
  unit : star ψ ⬝ᵥ ψ = 1
  marginal : partialTraceB (pureState ψ) = ρ

omit [Fintype m] in
/-- The marginal of the vector with coefficient matrix `C` is `C C*`. -/
theorem marginal_vectorize (C : Matrix m k ℂ) :
    partialTraceB (pureState (vectorize C)) = C * Cᴴ := by
  ext i j
  simp [partialTraceB, pureState, vectorize, Matrix.mul_apply]

/-- The squared norm of the vector with coefficient matrix `C` is the trace of `C C*`. -/
theorem normSq_vectorize (C : Matrix m k ℂ) :
    star (vectorize C) ⬝ᵥ vectorize C = (C * Cᴴ).trace := by
  simp [dotProduct, vectorize, Matrix.trace, Matrix.mul_apply, Fintype.sum_prod_type, mul_comm]

/-- Every factorisation `ρ = C C*` of a trace-one matrix gives a purification of `ρ`
with amplitudes `C_ij`. -/
theorem isPurification_of_factorisation {ρ : Matrix m m ℂ} (C : Matrix m k ℂ)
    (hC : ρ = C * Cᴴ) (htr : ρ.trace = 1) : IsPurification (vectorize C) ρ :=
  ⟨by rw [normSq_vectorize, ← hC, htr], by rw [marginal_vectorize, hC]⟩

/-- Purification: every density matrix `ρ` factorises as `C C*` with `C` square, and the vector
with amplitudes `C_ij` is a unit vector with marginal `ρ`. -/
theorem exists_purification [DecidableEq m] {ρ : Matrix m m ℂ} (hρ : IsDensity ρ) :
    ∃ C : Matrix m m ℂ, ρ = C * Cᴴ ∧ IsPurification (vectorize C) ρ := by
  -- positivity provides a factorisation
  have hfac : ∃ B : Matrix m m ℂ, ρ = star B * B :=
    CStarAlgebra.nonneg_iff_eq_star_mul_self.mp (Matrix.nonneg_iff_posSemidef.mpr hρ.pos)
  obtain ⟨B, hB⟩ := hfac
  have hC : ρ = Bᴴ * Bᴴᴴ := by
    rw [conjTranspose_conjTranspose]
    exact hB
  exact ⟨Bᴴ, hC, isPurification_of_factorisation _ hC hρ.trace_one⟩

/-- Conversely, a matrix purified by a unit vector, with an ancilla of any finite dimension,
is a density matrix. -/
theorem IsPurification.isDensity {ψ : m × k → ℂ} {ρ : Matrix m m ℂ}
    (h : IsPurification ψ ρ) : IsDensity ρ := by
  let C : Matrix m k ℂ := fun i b => ψ (i, b)
  have hC : C * Cᴴ = ρ := (marginal_vectorize C).symm.trans h.marginal
  have htr : (C * Cᴴ).trace = 1 := (normSq_vectorize C).symm.trans h.unit
  rw [hC] at htr
  exact ⟨hC ▸ Matrix.posSemidef_self_mul_conjTranspose C, htr⟩

/-- The ancilla of a purification has dimension at least the rank of `ρ`. -/
theorem IsPurification.rank_le {ψ : m × k → ℂ} {ρ : Matrix m m ℂ}
    (h : IsPurification ψ ρ) : ρ.rank ≤ Fintype.card k := by
  let C : Matrix m k ℂ := fun i b => ψ (i, b)
  have hC : C * Cᴴ = ρ := (marginal_vectorize C).symm.trans h.marginal
  rw [← hC]
  exact (Matrix.rank_mul_le_left C Cᴴ).trans (Matrix.rank_le_card_width C)

/-- If two linear maps into a finite-dimensional space give vectors of equal norm on every input,
an isometry of that space carries one map to the other. -/
theorem exists_isometry_of_norm_eq {E V : Type*} [AddCommGroup E] [Module ℂ E]
    [NormedAddCommGroup V] [InnerProductSpace ℂ V] [FiniteDimensional ℂ V]
    (f g : E →ₗ[ℂ] V) (h : ∀ x, ‖f x‖ = ‖g x‖) :
    ∃ U : V →ₗᵢ[ℂ] V, ∀ x, U (f x) = g x := by
  obtain ⟨s, hs⟩ := f.rangeRestrict.exists_rightInverse_of_surjective f.range_rangeRestrict
  have hs' : ∀ y : LinearMap.range f, f (s y) = y := fun y =>
    congrArg Subtype.val (LinearMap.congr_fun hs y)
  -- the isometry `f x ↦ g x` on the range of `f`, then extended to the whole space
  let L : LinearMap.range f →ₗᵢ[ℂ] V := ⟨g ∘ₗ s, fun y => by
    change ‖g (s y)‖ = ‖y‖
    rw [← h, hs']
    rfl⟩
  refine ⟨L.extend, fun x => ?_⟩
  have hx : L.extend (f x) = g (s ⟨f x, LinearMap.mem_range_self f x⟩) :=
    L.extend_apply ⟨f x, LinearMap.mem_range_self f x⟩
  rw [hx, ← sub_eq_zero, ← map_sub, ← norm_eq_zero, ← h, map_sub, hs']
  simp

/-- Two purifications of the same `ρ` with the same ancilla space differ by a unitary acting
on the ancilla alone. -/
theorem purification_unique [DecidableEq m] [DecidableEq k] {ψ φ : m × k → ℂ}
    {ρ : Matrix m m ℂ} (hψ : IsPurification ψ ρ) (hφ : IsPurification φ ρ) :
    ∃ U ∈ Matrix.unitaryGroup k ℂ, φ = ((1 : Matrix m m ℂ) ⊗ₖ U) *ᵥ ψ := by
  let C : Matrix m k ℂ := fun i b => ψ (i, b)
  let D : Matrix m k ℂ := fun i b => φ (i, b)
  have hCD : C * Cᴴ = D * Dᴴ :=
    ((marginal_vectorize C).symm.trans hψ.marginal).trans
      ((marginal_vectorize D).symm.trans hφ.marginal).symm
  -- for every matrix `A`, the squared norm of `A* x` is `x* A A* x`
  have key : ∀ (A : Matrix m k ℂ) (x : EuclideanSpace ℂ m),
      ⟪Matrix.toEuclideanLin Aᴴ x, Matrix.toEuclideanLin Aᴴ x⟫_ℂ
        = star x.ofLp ⬝ᵥ ((A * Aᴴ) *ᵥ x.ofLp) := by
    intro A x
    rw [EuclideanSpace.inner_eq_star_dotProduct]
    change (Aᴴ *ᵥ x.ofLp) ⬝ᵥ star (Aᴴ *ᵥ x.ofLp) = _
    rw [dotProduct_comm, Matrix.star_mulVec, conjTranspose_conjTranspose,
      ← Matrix.dotProduct_mulVec, Matrix.mulVec_mulVec]
  obtain ⟨T, hT⟩ := exists_isometry_of_norm_eq (Matrix.toEuclideanLin Cᴴ)
    (Matrix.toEuclideanLin Dᴴ) (fun x => by
      rw [← sq_eq_sq₀ (norm_nonneg _) (norm_nonneg _), norm_sq_eq_re_inner (𝕜 := ℂ),
        norm_sq_eq_re_inner (𝕜 := ℂ) (Matrix.toEuclideanLin Dᴴ x), key, key, hCD])
  -- the matrix `M` of the isometry satisfies `M C* = D*` and `M* M = 1`
  let M : Matrix k k ℂ := Matrix.toEuclideanLin.symm T.toLinearMap
  have hM : Matrix.toEuclideanLin M = T.toLinearMap := LinearEquiv.apply_symm_apply _ _
  have hact : ∀ v : k → ℂ, M *ᵥ v = (T (WithLp.toLp 2 v)).ofLp := fun v =>
    congrArg WithLp.ofLp (LinearMap.congr_fun hM (WithLp.toLp 2 v))
  have hMC : M * Cᴴ = Dᴴ := by
    apply Matrix.toLin'.injective
    apply LinearMap.ext
    intro v
    rw [Matrix.toLin'_apply, Matrix.toLin'_apply, ← Matrix.mulVec_mulVec, hact]
    exact congrArg WithLp.ofLp (hT (WithLp.toLp 2 v))
  have hMM : Mᴴ * M = 1 := by
    ext i j
    have h := T.inner_map_map (WithLp.toLp 2 (Pi.single i 1)) (WithLp.toLp 2 (Pi.single j 1))
    rw [EuclideanSpace.inner_eq_star_dotProduct, EuclideanSpace.inner_eq_star_dotProduct,
      ← hact, ← hact] at h
    have hl : (Mᴴ * M) i j = (M *ᵥ Pi.single j 1) ⬝ᵥ star (M *ᵥ Pi.single i 1) := by
      simp [Matrix.mul_apply, dotProduct, mul_comm]
    rw [hl, h]
    rcases eq_or_ne i j with rfl | hij
    · simp
    · simp [hij]
  refine ⟨Mᴴᵀ, ?_, ?_⟩
  · rw [Matrix.mem_unitaryGroup_iff']
    have hs : star (Mᴴᵀ) = Mᵀ := by
      ext i j
      simp
    rw [hs, ← Matrix.transpose_mul, hMM, Matrix.transpose_one]
  · ext ⟨i, b⟩
    have h := congrArg star (congrFun (congrFun hMC b) i)
    simp only [Matrix.mul_apply, Matrix.conjTranspose_apply, star_sum, star_mul',
      star_star] at h
    simp only [Matrix.mulVec, dotProduct, Fintype.sum_prod_type, Matrix.kroneckerMap_apply]
    rw [Finset.sum_eq_single i]
    · simpa [C, D] using h.symm
    · intro j _ hj
      simp [Matrix.one_apply_ne hj.symm]
    · simp

end

end QuantumPurification
```

```lean
#print axioms QuantumPurification.exists_purification
#print axioms QuantumPurification.IsPurification.isDensity
#print axioms QuantumPurification.IsPurification.rank_le
#print axioms QuantumPurification.purification_unique
```

```
'QuantumPurification.exists_purification' depends on axioms: [propext, Classical.choice, Quot.sound]
'QuantumPurification.IsPurification.isDensity' depends on axioms: [propext, Classical.choice, Quot.sound]
'QuantumPurification.IsPurification.rank_le' depends on axioms: [propext, Classical.choice, Quot.sound]
'QuantumPurification.purification_unique' depends on axioms: [propext, Classical.choice, Quot.sound]
```

## How the code follows the algebra

The finite index types `m` and `k` label the basis states of system and ancilla. A bipartite vector is a function on `m × k`, `pureState` is $\psi\psi^*$, and `partialTraceB` sums over equal ancilla indices. `IsDensity` asks for positive semidefiniteness and unit trace; `IsPurification` asks for unit norm and the right marginal.

`marginal_vectorize` and `normSq_vectorize` expand both sides into the sums above, and `isPurification_of_factorisation` combines them. In `exists_purification`, positivity supplies a matrix `B` with $\rho=B^*B$, and the factor used is $C=B^*$, in place of the eigenvector construction. `IsPurification.isDensity` and `IsPurification.rank_le` reshape the vector into `C` and apply the positivity and rank facts for $CC^*$.

`exists_isometry_of_norm_eq` builds the isometry on the range by choosing, linearly, one preimage for each vector there. Equal norms show that the choice does not affect the result, and `L.extend` performs the extension. In `purification_unique`, `key` is the identity $\|A^*x\|^2=x^*AA^*x$, used for $A=C$ and $A=D$, `hMC` is $MC^*=D^*$, and `hMM` is $M^*M=1$, checked on basis vectors. The final unitary `Mᴴᵀ` is $\overline M$.

## Exact arithmetic, finite dimension, equal ancillas

The theorems guarantee existence of a purification for every density matrix on a finite-dimensional space, the converse for any finite ancilla, the rank bound, and the ancilla unitary without any assumption on the rank of $\rho$.

Several matters lie outside them:

- **Ancilla size.** Existence is stated with an ancilla as large as the system, so the lower bound $\mathrm{rank}\,\rho$ is shown to be attained only when $\rho$ has full rank. The unitary relation compares purifications with the same ancilla; different sizes would call for an isometry.
- **Computation.** No algorithm for the factor is given, and nothing is said about rounding, truncated factors, or a matrix whose small eigenvalues have turned negative.
- **Memory layout.** The Lean index is a pair $(i,b)$. In a flat array with $b$ running fastest, $C$ is the row-major reshape of $\psi$; a column-major reshape to the same shape generally scrambles the amplitudes.
